# Exchange tails in one-dimensional models: as 1/R² in a metal, faster than any power of 1/R in an insulator

## When a larger cutoff helps less than expected

Suppose the exchange interaction is cut off at a radius R, and R was chosen by experience with insulators, where a modest increase makes the missing part negligible. Carried over to a metal, that experience misleads: doubling R may remove only three quarters of the error, and a small change between two successive radii doesn't show that the remainder is small. A known form of the missing part tells us how far to trust a given R.

## Density matrices and the two tails

Exchange between points a distance r apart is weighted by the squared density matrix times the Coulomb factor 1/r. For free electrons in one dimension at zero temperature, the density matrix is proportional to sin(kr)/r, where k > 0 is the Fermi wavevector. Without prefactors, the exchange beyond R is

T(R) = ∫_{r>R} sin²(kr)/r³ dr.

For an insulator we postulate a density matrix that decays as exp(−cr). The constant c > 0 is the decay rate that a gap produces; here it is an input and is not computed from a band structure. The corresponding tail is

S(R) = ∫_{r>R} exp(−2cr)/r dr.

The results are

R² T(R) → 1/4 as R → ∞,

S(R) ≤ exp(−2cR)/(2cR) for R > 0,

R^m S(R) → 0 as R → ∞, for every m = 0, 1, 2, …

For these two one-dimensional model tails, the truncation error is thus algebraic in the metal and smaller than any inverse power in the insulator. In the metallic model, this supports extrapolating truncated exchange linearly in 1/R² from large radii in a fixed ratio, such as R and 2R. Radii that differ only by about 1/k are in general unsuitable: the tail also oscillates with an amplitude of order 1/(kR³), which is comparable to the change of 1/(4R²) between them.

## The metallic tail by an explicit antiderivative

The argument works for any integer n ≥ 1, with

T_n(R) = ∫_{r>R} sin²(kr)/r^(n+1) dr,

so that T = T_2. On average sin² is 1/2, which suggests T_n(R) ≈ 1/(2nR^n). To control the oscillation, take

G(r) = −1/(2n r^n) − (1 + sin 2kr)/(4k r^(n+1)).

Differentiation gives

G′(r) = 1/(2r^(n+1)) − cos(2kr)/(2r^(n+1)) + E(r),

E(r) = (n+1)(1 + sin 2kr)/(4k r^(n+2)).

Since 1 − cos 2kr = 2 sin²(kr), this is

G′(r) = sin²(kr)/r^(n+1) + E(r).

G vanishes at infinity, so integration from R gives

T_n(R) + ∫_{r>R} E(r) dr = 1/(2nR^n) + (1 + sin 2kR)/(4kR^(n+1)).

Because 0 ≤ 1 + sin 2kr ≤ 2, the last term lies between 0 and 1/(2kR^(n+1)). The integral of E lies in the same interval, since

∫_{r>R} (n+1)/(2k r^(n+2)) dr = 1/(2kR^(n+1)).

The difference of two numbers in that interval is no larger than its length:

|T_n(R) − 1/(2nR^n)| ≤ 1/(2kR^(n+1)).

Multiplying by R^n gives

|R^n T_n(R) − 1/(2n)| ≤ 1/(2kR) → 0.

For n = 2 the limit is 1/4, whatever the value of k; the Fermi wavevector enters only the error bound.

## The insulating tail against powers of R

For r > R we have 1/r < 1/R, and therefore

S(R) ≤ (1/R) ∫_{r>R} exp(−2cr) dr = exp(−2cR)/(2cR).

With x = 2cR,

0 ≤ R^m S(R) ≤ (2c)^(−m) · x^m exp(−x)/x.

From exp(x) ≥ x^(m+1)/(m+1)! for x > 0 it follows that x^m exp(−x) ≤ (m+1)!/x, so the right-hand side tends to zero.

## The tails as Lean integrals

`metalTail k n R` is T_n(R) and `insulatorTail c R` is S(R). Both are integrals over `Ioi R`, the open half-line r > R. The argument `n` is a natural number and the exponent in the integrand is `n + 1`, so the cubic denominator is `metalTail k 2 R`.

`exchange_truncation` assumes `0 < k` and `0 < c`. Its first part is the limit 1/4, and its second is the limit zero for every natural number `m`. `Tendsto … atTop (𝓝 a)` says that the expression approaches a as R grows without bound. The explicit insulating bound is `insulatorTail_le`, the metallic error bound is `metalTail_error`, and the limit for general n is `metalTail_limit`; the last two require `n ≠ 0`.

The theorems concern these integrals alone. The models describe the tail and not the total exchange: both integrands grow in proportion to 1/r as r → 0, so the integrals would diverge if they started at r = 0. The step from a real material to them, including prefactors, lattice structure, temperature and the finite supercell, is modelling.

```lean
import Mathlib

open Set Filter MeasureTheory Topology

namespace TruncatedExchange

noncomputable section

/-- Model metallic tail beyond the truncation radius `R > 0`, with `n = 2` for exchange: the
integral of `sin(kr)^2 / r^(n+1)` over `r > R`. -/
def metalTail (k : ℝ) (n : ℕ) (R : ℝ) : ℝ :=
  ∫ r in Ioi R, Real.sin (k * r) ^ 2 / r ^ (n + 1)

/-- Model insulating exchange tail beyond the truncation radius `R > 0`: the integral of
`exp(-2cr) / r` over `r > R`. -/
def insulatorTail (c R : ℝ) : ℝ :=
  ∫ r in Ioi R, Real.exp (-(2 * c * r)) / r

/-- A measurable non-negative integrand bounded beyond `R` by the derivative of a function `g` that
is differentiable at every `r ≥ R` and vanishes at infinity is integrable there, and its tail
integral is at most `-g(R)`. -/
theorem tail_le {f g g' : ℝ → ℝ} {R : ℝ} (hf : Measurable f)
    (hd : ∀ r ∈ Ici R, HasDerivAt g (g' r) r) (h0 : ∀ r ∈ Ioi R, 0 ≤ f r)
    (hle : ∀ r ∈ Ioi R, f r ≤ g' r) (hl : Tendsto g atTop (𝓝 0)) :
    IntegrableOn f (Ioi R) ∧ ∫ r in Ioi R, f r ≤ -g R := by
  have hp : ∀ r ∈ Ioi R, 0 ≤ g' r := fun r hr => (h0 r hr).trans (hle r hr)
  have hg := integrableOn_Ioi_deriv_of_nonneg' hd hp hl
  have hfi : IntegrableOn f (Ioi R) := by
    refine Integrable.mono' hg hf.aestronglyMeasurable
      ((ae_restrict_iff' measurableSet_Ioi).2 (Eventually.of_forall fun r hr => ?_))
    rw [Real.norm_of_nonneg (h0 r hr)]
    exact hle r hr
  have h := setIntegral_mono_on hfi hg measurableSet_Ioi hle
  rw [integral_Ioi_of_hasDerivAt_of_nonneg' hd hp hl, zero_sub] at h
  exact ⟨hfi, h⟩

/-- The derivative of the inverse power `1/r^m` at `r > 0` is `-m/r^(m+1)`. -/
theorem hasDerivAt_inverse_power (m : ℕ) {r : ℝ} (hr : 0 < r) :
    HasDerivAt (fun x : ℝ => 1 / x ^ m) (-(m : ℝ) / r ^ (m + 1)) r := by
  refine ((hasDerivAt_const r (1 : ℝ)).fun_div (hasDerivAt_pow m r)
    (by positivity)).congr_deriv ?_
  rw [div_eq_div_iff (by positivity) (by positivity)]
  cases m with
  | zero => simp
  | succ m =>
    simp only [Nat.add_sub_cancel]
    ring

/-- For `k, R > 0` and `n ≥ 1` the metallic tail equals `1/(2nR^n)` up to an error of at most
`1/(2kR^(n+1))`. -/
theorem metalTail_error {k R : ℝ} (hk : 0 < k) (hR : 0 < R) {n : ℕ} (hn : n ≠ 0) :
    |metalTail k n R - 1 / (2 * n * R ^ n)| ≤ 1 / (2 * k * R ^ (n + 1)) := by
  have hn0 : (n : ℝ) ≠ 0 := Nat.cast_ne_zero.2 hn
  have hc0 : ∀ x, 0 ≤ (1 + Real.sin x) / (4 * k) := fun x =>
    div_nonneg (by linarith [Real.neg_one_le_sin x]) (by positivity)
  have hc1 : ∀ x, (1 + Real.sin x) / (4 * k) ≤ 1 / (2 * k) := fun x => by
    rw [div_le_div_iff₀ (by positivity) (by positivity)]
    nlinarith [mul_nonneg hk.le (sub_nonneg.2 (Real.sin_le_one x))]
  have hp : ∀ m : ℕ, m ≠ 0 → Tendsto (fun x : ℝ => 1 / x ^ m) atTop (𝓝 0) :=
    fun m hm => tendsto_const_nhds.div_atTop (tendsto_pow_atTop hm)
  have hB : Tendsto (fun x : ℝ => 1 / (2 * k) * (1 / x ^ (n + 1))) atTop (𝓝 0) := by
    simpa using (hp (n + 1) n.succ_ne_zero).const_mul (1 / (2 * k))
  -- explicit antiderivative of the integrand plus a small non-negative remainder
  have hd : ∀ r ∈ Ici R, HasDerivAt (fun x : ℝ => -(1 / (2 * (n : ℝ))) * (1 / x ^ n)
      - (1 + Real.sin (2 * k * x)) / (4 * k) * (1 / x ^ (n + 1)))
      (Real.sin (k * r) ^ 2 / r ^ (n + 1)
      + (1 + Real.sin (2 * k * r)) / (4 * k) * (((n + 1 : ℕ) : ℝ) / r ^ (n + 1 + 1))) r := by
    intro r hr
    have hr0 : 0 < r := hR.trans_le hr
    have hs := ((hasDerivAt_id' r).const_mul (2 * k)).sin
    refine (((hasDerivAt_inverse_power n hr0).const_mul (-(1 / (2 * (n : ℝ))))).fun_sub
      (((hs.const_add 1).div_const (4 * k)).fun_mul
        (hasDerivAt_inverse_power (n + 1) hr0))).congr_deriv ?_
    rw [show Real.cos (2 * k * r) = 1 - 2 * Real.sin (k * r) ^ 2 by
      rw [mul_assoc, Real.cos_two_mul, Real.cos_sq']
      ring]
    generalize Real.sin (2 * k * r) = s
    generalize Real.sin (k * r) = t
    field_simp
    ring
  have hl : Tendsto (fun x : ℝ => -(1 / (2 * (n : ℝ))) * (1 / x ^ n)
      - (1 + Real.sin (2 * k * x)) / (4 * k) * (1 / x ^ (n + 1))) atTop (𝓝 0) := by
    have h2 : Tendsto (fun x : ℝ => (1 + Real.sin (2 * k * x)) / (4 * k)
        * (1 / x ^ (n + 1))) atTop (𝓝 0) := by
      refine squeeze_zero' ?_ ?_ hB <;> filter_upwards [eventually_gt_atTop 0] with x hx
      · exact mul_nonneg (hc0 _) (by positivity)
      · exact mul_le_mul_of_nonneg_right (hc1 _) (by positivity)
    simpa using ((hp n hn).const_mul (-(1 / (2 * (n : ℝ))))).sub h2
  have hf0 : ∀ r ∈ Ioi R, 0 ≤ Real.sin (k * r) ^ 2 / r ^ (n + 1) := fun r hr => by
    have hr0 : 0 < r := hR.trans hr
    positivity
  have hE0 : ∀ r ∈ Ioi R, 0 ≤ (1 + Real.sin (2 * k * r)) / (4 * k)
      * (((n + 1 : ℕ) : ℝ) / r ^ (n + 1 + 1)) := fun r hr => by
    have hr0 : 0 < r := hR.trans hr
    exact mul_nonneg (hc0 _) (by positivity)
  obtain ⟨hfi, hup⟩ := tail_le (by fun_prop) hd hf0
    (fun r hr => le_add_of_nonneg_right (hE0 r hr)) hl
  -- the remainder integrates to at most an inverse power
  obtain ⟨hEi, hE⟩ := tail_le (g := fun x : ℝ => -(1 / (2 * k) * (1 / x ^ (n + 1))))
    (g' := fun r : ℝ => 1 / (2 * k) * (((n + 1 : ℕ) : ℝ) / r ^ (n + 1 + 1))) (by fun_prop)
    (fun r hr => ((hasDerivAt_inverse_power (n + 1) (hR.trans_le hr)).const_mul
      (1 / (2 * k))).fun_neg.congr_deriv (by ring)) hE0
    (fun r hr => by
      have hr0 : 0 < r := hR.trans hr
      exact mul_le_mul_of_nonneg_right (hc1 _) (by positivity))
    (by simpa using hB.neg)
  have hsum := integral_Ioi_of_hasDerivAt_of_nonneg' hd
    (fun r hr => add_nonneg (hf0 r hr) (hE0 r hr)) hl
  rw [integral_add hfi hEi] at hsum
  have hS0 := mul_nonneg (hc0 (2 * k * R)) (by positivity : 0 ≤ 1 / R ^ (n + 1))
  have hS1 := mul_le_mul_of_nonneg_right (hc1 (2 * k * R)) (by positivity : 0 ≤ 1 / R ^ (n + 1))
  have e : ∀ a b : ℝ, 1 / (a * b) = 1 / a * (1 / b) := fun a b => by
    rw [div_mul_div_comm, one_mul]
  rw [e (2 * (n : ℝ)), e (2 * k), abs_le]
  unfold metalTail
  constructor <;> linarith

/-- For `k > 0` and `n ≥ 1` the metallic tail times `R^n` tends to `1/(2n)` as the truncation
radius grows. -/
theorem metalTail_limit {k : ℝ} (hk : 0 < k) {n : ℕ} (hn : n ≠ 0) :
    Tendsto (fun R => R ^ n * metalTail k n R) atTop (𝓝 (1 / (2 * n))) := by
  have hn0 : (n : ℝ) ≠ 0 := Nat.cast_ne_zero.2 hn
  have hlim : Tendsto (fun R : ℝ => 1 / (2 * k) / R) atTop (𝓝 0) :=
    tendsto_const_nhds.div_atTop tendsto_id
  refine tendsto_iff_norm_sub_tendsto_zero.2
    (squeeze_zero' (Eventually.of_forall fun _ => norm_nonneg _) ?_ hlim)
  filter_upwards [eventually_gt_atTop 0] with R hR
  have e : R ^ n * metalTail k n R - 1 / (2 * n)
      = R ^ n * (metalTail k n R - 1 / (2 * n * R ^ n)) := by
    field_simp
  rw [Real.norm_eq_abs, e, abs_mul, abs_of_pos (pow_pos hR n)]
  calc _ ≤ R ^ n * (1 / (2 * k * R ^ (n + 1))) :=
        mul_le_mul_of_nonneg_left (metalTail_error hk hR hn) (by positivity)
    _ = 1 / (2 * k) / R := by
        field_simp
        ring

/-- For `c, R > 0` the insulating tail is at most `exp(-2cR)/(2cR)`. -/
theorem insulatorTail_le {c R : ℝ} (hc : 0 < c) (hR : 0 < R) :
    insulatorTail c R ≤ Real.exp (-(2 * c * R)) / (2 * c * R) := by
  have hexp : Tendsto (fun x : ℝ => Real.exp (-(2 * c * x))) atTop (𝓝 0) :=
    Real.tendsto_exp_neg_atTop_nhds_zero.comp (tendsto_id.const_mul_atTop (by positivity))
  -- beyond R the factor 1/r is at most 1/R
  obtain ⟨_, h⟩ := tail_le (R := R) (f := fun r : ℝ => Real.exp (-(2 * c * r)) / r)
    (g := fun x : ℝ => -(Real.exp (-(2 * c * x)) / (2 * c * R)))
    (g' := fun r : ℝ => Real.exp (-(2 * c * r)) / R) (by fun_prop)
    (fun r _ => (((hasDerivAt_id' r).const_mul (2 * c)).fun_neg.exp.div_const
      (2 * c * R)).fun_neg.congr_deriv (by field_simp))
    (fun r hr => div_nonneg (Real.exp_pos _).le (hR.trans hr).le)
    (fun r hr => div_le_div_of_nonneg_left (Real.exp_pos _).le hR (le_of_lt hr))
    (by simpa using (hexp.div_const (2 * c * R)).neg)
  rw [neg_neg] at h
  exact h

/-- For `k, c > 0` the metallic tail of `sin(kr)^2/r^3` times `R^2` tends to `1/4`, while the
insulating tail times `R^m` tends to zero for every natural number `m`. -/
theorem exchange_truncation {k c : ℝ} (hk : 0 < k) (hc : 0 < c) :
    Tendsto (fun R => R ^ 2 * metalTail k 2 R) atTop (𝓝 (1 / 4)) ∧
      ∀ m : ℕ, Tendsto (fun R => R ^ m * insulatorTail c R) atTop (𝓝 0) := by
  constructor
  · have h := metalTail_limit hk two_ne_zero
    have e : (1 : ℝ) / (2 * ((2 : ℕ) : ℝ)) = 1 / 4 := by norm_num
    rwa [e] at h
  · intro m
    have hlin : Tendsto (fun x : ℝ => 2 * c * x) atTop atTop :=
      tendsto_id.const_mul_atTop (by positivity)
    -- the exponential beats every power
    have hlim := (((Real.tendsto_pow_mul_exp_neg_atTop_nhds_zero m).comp hlin).const_mul
      (1 / (2 * c) ^ m)).div_atTop hlin
    refine squeeze_zero' ?_ ?_ hlim <;> filter_upwards [eventually_gt_atTop 0] with R hR
    · have h0 : 0 ≤ insulatorTail c R := setIntegral_nonneg measurableSet_Ioi
        fun r hr => div_nonneg (Real.exp_pos _).le (hR.trans hr).le
      positivity
    · refine (mul_le_mul_of_nonneg_left (insulatorTail_le hc hR) (by positivity)).trans_eq ?_
      simp only [Function.comp_apply, mul_pow]
      field_simp

end

end TruncatedExchange
```

```lean
#print axioms TruncatedExchange.exchange_truncation
-- 'TruncatedExchange.exchange_truncation' depends on axioms: [propext, Classical.choice, Quot.sound]
```

## From antiderivatives to limits

`tail_le` is the comparison used throughout. Let f be measurable and let g be differentiable at every r ≥ R. If 0 ≤ f ≤ g′ beyond R and g vanishes at infinity, then f is integrable there and its integral is at most −g(R). Integrability matters because Lean assigns the value zero to the integral of a non-integrable function. The lemma first shows that g′ is integrable, then passes integrability to f by `Integrable.mono'` and compares the integrals by `setIntegral_mono_on`.

`hasDerivAt_inverse_power` supplies the derivative of 1/r^m.

In `metalTail_error`, `hd` is the formula for G′. The double-angle identity replaces the cosine, and `field_simp` and `ring` finish the algebra. `hl` shows that G vanishes at infinity, while `hc0` and `hc1` bound (1 + sin x)/(4k) between 0 and 1/(2k). The first use of `tail_le` treats the metallic integrand and the second treats E. `hsum` is the integrated identity, `hS0` and `hS1` bound its boundary term, and `linarith` derives the two sides of the absolute-value bound.

`metalTail_limit` multiplies that estimate by R^n and squeezes the error below 1/(2kR). `insulatorTail_le` applies `tail_le` with g′(r) = exp(−2cr)/R, which is the replacement of 1/r by 1/R.

Finally, `exchange_truncation` sets n = 2 for the metal. For the insulator it substitutes x = 2cR in Mathlib's limit x^m exp(−x) → 0, divides by x, and squeezes R^m S(R) between zero and the resulting bound.
